# Length and velocity oscillator strengths agree for every on-site potential of a two-site lattice

A lattice with two sites has no derivative to serve as a momentum, so the momentum must be defined some other way. Here it is the commutator $P=i[T,X]$ of the kinetic energy $T$ with the position $X$, in units with $\hbar=m=1$. It is built without reference to the potential. The matrices are

$$T=\begin{pmatrix}0&-1\\-1&0\end{pmatrix},\quad X=\begin{pmatrix}0&0\\0&1\end{pmatrix},\quad P=\begin{pmatrix}0&-i\\i&0\end{pmatrix},\quad H=\begin{pmatrix}0&-1\\-1&v\end{pmatrix}.$$

The sites are numbered 0 and 1, and the real number $v$ is the potential on site 1.

Let $a$ and $b$ be unit eigenvectors of $H$ with energies $E_0<E_1$, and let $w=E_1-E_0$. Write $A_{ab}=a^\dagger A\,b$ for the matrix element of an operator $A$. The claim is that

$$2w|X_{ab}|^2=\frac{2|P_{ab}|^2}{w}=\frac{2}{\sqrt{v^2+4}}.$$

The left side is the oscillator strength in the length gauge, and the middle expression is the strength in the velocity gauge. As $v$ runs over the real numbers, their common value runs over exactly $(0,1]$.

Comparing the two gauges is a familiar check on computed transition strengths in electronic structure. In this one-particle, two-site model with exact eigenvectors, every $v$ passes the check, so passing it does not certify the potential.

## From the eigenvalue equation to the common strength

The two rows of $Ha=Ea$ are $-a_1=Ea_0$ and $-a_0+va_1=Ea_1$. The first gives $a_1=-Ea_0$. Normalisation then reads $|a_0|^2(1+E^2)=1$, so $a_0\neq0$. Substituting $a_1$ into the second row and dividing by $a_0$ gives the secular equation $E^2=vE+1$.

Both energies satisfy this equation. Subtracting one instance from the other gives $(E_1-E_0)(E_1+E_0)=v(E_1-E_0)$, hence $E_0+E_1=v$. Then $E_0E_1=E_0(v-E_0)=-1$, and

$$w^2=(E_0+E_1)^2-4E_0E_1=v^2+4.$$

The weights of the two states on site 0 are $|a_0|^2=1/(1+E_0^2)$ and $|b_0|^2=1/(1+E_1^2)$. The product of the denominators is

$$(1+E_0^2)(1+E_1^2)=1+(v^2+2)+1=v^2+4,$$

so $|a_0|^2|b_0|^2=1/(v^2+4)$. The matrix elements follow from $a_1=-E_0a_0$ and $b_1=-E_1b_0$:

$$X_{ab}=a_1^*b_1=E_0E_1\,a_0^*b_0=-a_0^*b_0,$$
$$P_{ab}=i(a_1^*b_0-a_0^*b_1)=iw\,a_0^*b_0.$$

Therefore $|X_{ab}|^2=1/(v^2+4)=1/w^2$ and $|P_{ab}|^2=w^2/(v^2+4)=1$. Both strengths equal $2/w$.

Such a pair of states exists for every $v$. The roots of the secular equation are $(v\mp\sqrt{v^2+4})/2$, and for each root $E$ the vector $(1,-E)/\sqrt{1+E^2}$ is a unit eigenvector.

Since $w\ge2$, the common strength lies in $(0,1]$. Conversely, given $f$ in that interval, $v=\sqrt{(2/f)^2-4}$ is real and produces the gap $2/f$, hence the strength $f$.

The agreement can also be seen from the commutator. The on-site potential commutes with $X$, so $P=i[H,X]$ for every $v$, and taking matrix elements gives $P_{ab}=-iwX_{ab}$. The size of the strength does carry information, since it fixes $|v|$; the equality of the two strengths carries none about $v$.

## The potential $v=3/2$ in numbers

For $v=3/2$ the gap is $\sqrt{9/4+4}=5/2$, and the energies are $-1/2$ and $2$. The unit eigenvectors are $a=(2,1)/\sqrt5$ and $b=(1,-2)/\sqrt5$. Then $X_{ab}=-2/5$ and $P_{ab}=i(1/5+4/5)=i$. The length strength is $2\cdot\tfrac52\cdot\tfrac4{25}=\tfrac45$, and the velocity strength is $2/(5/2)=\tfrac45$. For $v=0$ the gap is $2$ and both strengths are $1$. The two potentials give different spectra, and each shows perfect gauge agreement.

## Operators, strengths and transitions in Lean

```lean
import Mathlib

open Matrix

namespace GaugeAgreementTwoSite

noncomputable section
```

The operators are complex $2\times2$ matrices, indexed by `Fin 2` with values 0 and 1, as in the derivation.

```lean
/-- Kinetic energy: hopping between two sites. -/
def T : Matrix (Fin 2) (Fin 2) ℂ := !![0, -1; -1, 0]
```

The hopping amplitude 1 is a choice of model: $\hbar=m=1$ and the distance between the sites as unit of length already fix the unit of energy. With a hopping amplitude $t>0$ in these units, the strengths would fill $(0,t]$ instead of $(0,1]$.

```lean
/-- Position operator: the sites sit at 0 and 1. -/
def X : Matrix (Fin 2) (Fin 2) ℂ := !![0, 0; 0, 1]
```

The distance between the sites is the unit of length.

```lean
/-- Momentum operator `P = i[T, X]`, built from the kinetic energy and the position, without the
potential. -/
def P : Matrix (Fin 2) (Fin 2) ℂ := Complex.I • (T * X - X * T)
```

The definition of `P` contains `T` and `X` only, so the same momentum operator is used for every potential.

```lean
/-- Hamiltonian with the local potential `v` on the second site. -/
def H (v : ℝ) : Matrix (Fin 2) (Fin 2) ℂ := T + !![0, 0; 0, (v : ℂ)]
```

A potential on both sites would differ from this one by a constant shift of the energy, so the single parameter `v` describes the difference between the sites.

```lean
/-- Matrix element of the operator `A` between the states `a` and `b`. -/
def matrixElement (A : Matrix (Fin 2) (Fin 2) ℂ) (a b : Fin 2 → ℂ) : ℂ :=
  star a ⬝ᵥ A *ᵥ b
```

The `star` conjugates the first vector, so `matrixElement A a b` is $A_{ab}$. Multiplying either state by a phase leaves the absolute value unchanged.

```lean
/-- Oscillator strength in the length gauge, for the energy gap `w`. -/
def lengthStrength (w : ℝ) (a b : Fin 2 → ℂ) : ℝ :=
  2 * w * ‖matrixElement X a b‖ ^ 2

/-- Oscillator strength in the velocity gauge, for a nonzero energy gap `w`. -/
def velocityStrength (w : ℝ) (a b : Fin 2 → ℂ) : ℝ :=
  2 * ‖matrixElement P a b‖ ^ 2 / w
```

Both strengths take the gap `w` as an argument; the theorems below supply `E₁ - E₀`. The factor 2 is that of the one-dimensional oscillator strength for $\hbar=m=1$.

```lean
/-- A transition of `H v` from the unit eigenvector `a` of energy `E₀` to the unit
eigenvector `b` of higher energy `E₁`. -/
structure Transition (v E₀ E₁ : ℝ) (a b : Fin 2 → ℂ) : Prop where
  lower : H v *ᵥ a = (E₀ : ℂ) • a
  upper : H v *ᵥ b = (E₁ : ℂ) • b
  unit_lower : star a ⬝ᵥ a = 1
  unit_upper : star b ⬝ᵥ b = 1
  ordered : E₀ < E₁
```

`Transition v E₀ E₁ a b` is a proposition about given energies and vectors. It collects the two eigenvalue equations, the two normalisations and the ordering of the levels. The ordering makes the gap positive, which the velocity strength needs. Orthogonality of the states is not required as a separate condition, and their phases are free.

## Energies and matrix elements of a transition

```lean
/-- For a unit eigenvector of energy `E`: the ratio of its amplitudes, the secular
equation, and its weight on the first site. -/
theorem eigenstate_components {v E : ℝ} {a : Fin 2 → ℂ}
    (h : H v *ᵥ a = (E : ℂ) • a) (hn : star a ⬝ᵥ a = 1) :
    a 1 = -(E : ℂ) * a 0 ∧ E ^ 2 = v * E + 1 ∧ ‖a 0‖ ^ 2 * (1 + E ^ 2) = 1 := by
  have h0 : -a 1 = (E : ℂ) * a 0 := by
    simpa [H, T, Matrix.mulVec, dotProduct, Fin.sum_univ_two] using congrFun h 0
  have h1 : -a 0 + (v : ℂ) * a 1 = (E : ℂ) * a 1 := by
    simpa [H, T, Matrix.mulVec, dotProduct, Fin.sum_univ_two] using congrFun h 1
  have ha1 : a 1 = -(E : ℂ) * a 0 := by linear_combination -h0
  -- normalisation fixes the weight on the first site
  have hsum : ‖a 0‖ ^ 2 + ‖a 1‖ ^ 2 = 1 := by
    have h2 := congrArg Complex.re hn
    simp [dotProduct, Fin.sum_univ_two] at h2
    rw [Complex.sq_norm, Complex.sq_norm, Complex.normSq_apply, Complex.normSq_apply]
    linarith
  have hN : ‖a 0‖ ^ 2 * (1 + E ^ 2) = 1 := by
    rw [ha1, norm_mul, norm_neg, Complex.norm_real, mul_pow, Real.norm_eq_abs,
      sq_abs] at hsum
    linarith
  have ha0 : a 0 ≠ 0 := by
    intro hz
    rw [hz] at hN
    simp at hN
  -- the second row then gives the secular equation
  have hE : (E : ℂ) ^ 2 = v * E + 1 := by
    apply mul_right_cancel₀ ha0
    rw [ha1] at h1
    linear_combination h1
  exact ⟨ha1, by exact_mod_cast hE, hN⟩
```

This lemma treats one eigenvector. `h0` and `h1` are the two rows of the eigenvalue equation, and `hsum` is the normalisation written with absolute values. Once `ha0` has excluded $a_0=0$, `mul_right_cancel₀` performs the division that leaves the secular equation.

```lean
/-- The two energies of a transition add up to `v` and multiply to `-1`. -/
theorem Transition.levels {v E₀ E₁ : ℝ} {a b : Fin 2 → ℂ}
    (h : Transition v E₀ E₁ a b) : E₀ + E₁ = v ∧ E₀ * E₁ = -1 := by
  obtain ⟨-, hE₀, -⟩ := eigenstate_components h.lower h.unit_lower
  obtain ⟨-, hE₁, -⟩ := eigenstate_components h.upper h.unit_upper
  have hs : E₀ + E₁ = v := by
    apply mul_left_cancel₀ (sub_ne_zero.mpr h.ordered.ne')
    linear_combination hE₁ - hE₀
  exact ⟨hs, by linear_combination E₀ * hs - hE₀⟩
```

The lemma is applied to both states. The difference of the secular equations is divided by $E_1-E_0$, which is nonzero by `ordered`, and this gives the sum of the energies. The product follows from the sum.

```lean
/-- The energy gap of a transition is `√(v² + 4)`. -/
theorem Transition.gap {v E₀ E₁ : ℝ} {a b : Fin 2 → ℂ}
    (h : Transition v E₀ E₁ a b) : E₁ - E₀ = Real.sqrt (v ^ 2 + 4) := by
  obtain ⟨hs, hp⟩ := h.levels
  have hv : v ^ 2 + 4 = (E₁ - E₀) ^ 2 := by
    rw [← hs]
    linear_combination 4 * hp
  rw [hv, Real.sqrt_sq (sub_nonneg.mpr h.ordered.le)]
```

Here $v^2+4$ is rewritten as $(E_1-E_0)^2$. The ordering of the levels selects the positive square root.

```lean
/-- The squared absolute values of the transition matrix elements: `1/(v² + 4)` for position, and
`1` for momentum whatever the potential. -/
theorem Transition.matrixElements {v E₀ E₁ : ℝ} {a b : Fin 2 → ℂ}
    (h : Transition v E₀ E₁ a b) :
    ‖matrixElement X a b‖ ^ 2 = 1 / (v ^ 2 + 4) ∧ ‖matrixElement P a b‖ ^ 2 = 1 := by
  obtain ⟨ha1, -, hA⟩ := eigenstate_components h.lower h.unit_lower
  obtain ⟨hb1, -, hB⟩ := eigenstate_components h.upper h.unit_upper
  obtain ⟨hs, hp⟩ := h.levels
  have hpC : (E₀ : ℂ) * E₁ = -1 := by exact_mod_cast hp
  have hsa : star (a 1) = -(E₀ : ℂ) * star (a 0) := by
    rw [ha1]
    simp
  -- product of the weights of the two states on the first site
  have hW : ‖a 0‖ ^ 2 * ‖b 0‖ ^ 2 * (v ^ 2 + 4) = 1 := by
    have hv : v ^ 2 + 4 = (1 + E₀ ^ 2) * (1 + E₁ ^ 2) := by
      rw [← hs]
      linear_combination (3 - E₀ * E₁) * hp
    rw [hv]
    linear_combination (‖b 0‖ ^ 2 * (1 + E₁ ^ 2)) * hA + hB
  constructor
  · have hX : matrixElement X a b = star (a 1) * b 1 := by
      simp [matrixElement, X, Matrix.mulVec, dotProduct, Fin.sum_univ_two]
    have hX' : matrixElement X a b = -(star (a 0) * b 0) := by
      rw [hX, hsa, hb1]
      linear_combination (star (a 0) * b 0) * hpC
    rw [hX', norm_neg, norm_mul, norm_star, mul_pow, eq_div_iff (by positivity)]
    exact hW
  · have hP : matrixElement P a b = Complex.I * (star (a 1) * b 0 - star (a 0) * b 1) := by
      simp [matrixElement, P, T, X, Matrix.mulVec, dotProduct, Fin.sum_univ_two]
      ring
    have hP' : matrixElement P a b
        = Complex.I * ((E₁ - E₀ : ℝ) : ℂ) * (star (a 0) * b 0) := by
      rw [hP, hsa, hb1]
      push_cast
      ring
    have hw : (E₁ - E₀) ^ 2 = v ^ 2 + 4 := by
      rw [h.gap, Real.sq_sqrt (by positivity)]
    rw [hP', norm_mul, norm_mul, norm_mul, Complex.norm_I, Complex.norm_real, norm_star,
      one_mul, mul_pow, mul_pow, Real.norm_eq_abs, sq_abs, hw]
    linarith
```

The statement `hW` is the product of the two weights on site 0. `hX'` and `hP'` are the formulas $X_{ab}=-a_0^*b_0$ and $P_{ab}=iw\,a_0^*b_0$. Taking squared norms and inserting `hW` gives the two values. The momentum value is 1 for every potential, so the velocity strength depends on $v$ only through the gap.

## Agreement for every potential

```lean
/-- For every potential `v`, the length and velocity oscillator strengths of a
transition both equal `2/√(v² + 4)`. -/
theorem gauge_agreement {v E₀ E₁ : ℝ} {a b : Fin 2 → ℂ} (h : Transition v E₀ E₁ a b) :
    lengthStrength (E₁ - E₀) a b = 2 / Real.sqrt (v ^ 2 + 4) ∧
    velocityStrength (E₁ - E₀) a b = 2 / Real.sqrt (v ^ 2 + 4) := by
  obtain ⟨hX, hP⟩ := h.matrixElements
  have hw : v ^ 2 + 4 = (E₁ - E₀) ^ 2 := by
    rw [h.gap, Real.sq_sqrt (by positivity)]
  have hne : E₁ - E₀ ≠ 0 := sub_ne_zero.mpr h.ordered.ne'
  constructor
  · rw [lengthStrength, hX, ← h.gap, hw]
    generalize E₁ - E₀ = w at hne
    field_simp
  · rw [velocityStrength, hP, ← h.gap, mul_one]
```

The theorem holds for any real `v` and any transition of `H v`. In the length gauge the proof simplifies $2w/w^2$ to $2/w$; in the velocity gauge the expression is $2/w$ as soon as the momentum element is inserted.

This statement would be empty for a potential without transitions. The next three steps construct one for each `v`.

```lean
/-- The normalised vector with amplitudes in the ratio `1 : -E`. -/
def state (E : ℝ) : Fin 2 → ℂ :=
  (((Real.sqrt (1 + E ^ 2))⁻¹ : ℝ) : ℂ) • ![1, -(E : ℂ)]

/-- If `E` solves the secular equation, `state E` is a unit eigenvector of energy `E`. -/
theorem state_eigen {v E : ℝ} (hE : E ^ 2 = v * E + 1) :
    H v *ᵥ state E = (E : ℂ) • state E ∧ star (state E) ⬝ᵥ state E = 1 := by
  constructor
  · have hC : (E : ℂ) ^ 2 = v * E + 1 := by exact_mod_cast hE
    have hu : H v *ᵥ ![1, -(E : ℂ)] = (E : ℂ) • ![1, -(E : ℂ)] := by
      ext i
      fin_cases i
      · simp [H, T, Matrix.mulVec, dotProduct, Fin.sum_univ_two]
      · simp [H, T, Matrix.mulVec, dotProduct, Fin.sum_univ_two]
        linear_combination hC
    rw [state, Matrix.mulVec_smul, hu, smul_comm]
  · have hc : (Real.sqrt (1 + E ^ 2))⁻¹ ^ 2 * (1 + E ^ 2) = 1 := by
      rw [inv_pow, Real.sq_sqrt (by positivity)]
      exact inv_mul_cancel₀ (by positivity)
    unfold state
    generalize (Real.sqrt (1 + E ^ 2))⁻¹ = c at hc ⊢
    have hcC : (c : ℂ) ^ 2 * (1 + (E : ℂ) ^ 2) = 1 := by exact_mod_cast hc
    simp [dotProduct, Fin.sum_univ_two]
    linear_combination hcC
```

The first half checks the eigenvalue equation row by row for the unnormalised vector $(1,-E)$; the second row is where the secular equation enters. The prefactor is then restored, and the second half verifies that it gives unit norm.

```lean
/-- Every potential `v` has a transition, between the levels `(v ∓ √(v² + 4))/2`. -/
theorem transition_witness (v : ℝ) :
    Transition v ((v - Real.sqrt (v ^ 2 + 4)) / 2) ((v + Real.sqrt (v ^ 2 + 4)) / 2)
      (state ((v - Real.sqrt (v ^ 2 + 4)) / 2))
      (state ((v + Real.sqrt (v ^ 2 + 4)) / 2)) := by
  have hpos : 0 < Real.sqrt (v ^ 2 + 4) := Real.sqrt_pos.mpr (by positivity)
  have hs : Real.sqrt (v ^ 2 + 4) ^ 2 = v ^ 2 + 4 := Real.sq_sqrt (by positivity)
  generalize Real.sqrt (v ^ 2 + 4) = s at hpos hs ⊢
  have h₀ : ((v - s) / 2) ^ 2 = v * ((v - s) / 2) + 1 := by linear_combination hs / 4
  have h₁ : ((v + s) / 2) ^ 2 = v * ((v + s) / 2) + 1 := by linear_combination hs / 4
  exact ⟨(state_eigen h₀).1, (state_eigen h₁).1, (state_eigen h₀).2, (state_eigen h₁).2,
    by linarith⟩
```

The two roots are shown to satisfy the secular equation, and `state_eigen` supplies the eigenvectors. The ordering holds because the square root is positive.

## The attained strengths fill $(0,1]$

```lean
/-- A number `f` is the common length and velocity strength of a transition, for some
potential `v`, exactly when `0 < f ≤ 1`. -/
theorem common_strength_iff (f : ℝ) :
    (∃ (v E₀ E₁ : ℝ) (a b : Fin 2 → ℂ), Transition v E₀ E₁ a b ∧
      lengthStrength (E₁ - E₀) a b = f ∧ velocityStrength (E₁ - E₀) a b = f) ↔
    0 < f ∧ f ≤ 1 := by
  constructor
  · rintro ⟨v, E₀, E₁, a, b, h, hf, -⟩
    rw [← hf, (gauge_agreement h).1]
    have hpos : 0 < Real.sqrt (v ^ 2 + 4) := Real.sqrt_pos.mpr (by positivity)
    refine ⟨by positivity, (div_le_one hpos).mpr ?_⟩
    exact Real.le_sqrt_of_sq_le (by nlinarith [sq_nonneg v])
  · rintro ⟨h0, h1⟩
    -- choose the potential whose gap is 2 / f
    have hnn : 0 ≤ (2 / f) ^ 2 - 4 := by
      have h2 : 2 ≤ 2 / f := by
        rw [le_div_iff₀ h0]
        linarith
      nlinarith
    have hv : Real.sqrt (Real.sqrt ((2 / f) ^ 2 - 4) ^ 2 + 4) = 2 / f := by
      rw [Real.sq_sqrt hnn, sub_add_cancel, Real.sqrt_sq (by positivity)]
    have hf : 2 / (2 / f) = f := by
      have hne : f ≠ 0 := h0.ne'
      field_simp
    have ht := transition_witness (Real.sqrt ((2 / f) ^ 2 - 4))
    have hg := gauge_agreement ht
    refine ⟨_, _, _, _, _, ht, hg.1.trans ?_, hg.2.trans ?_⟩
    · rw [hv, hf]
    · rw [hv, hf]

end

end GaugeAgreementTwoSite
```

The left side of the equivalence says that some potential has a transition whose length and velocity strengths both equal `f`. In the forward direction, `gauge_agreement` turns `f` into $2/\sqrt{v^2+4}$, and the bound is $\sqrt{v^2+4}\ge2$. In the reverse direction, `hnn` shows that $(2/f)^2-4$ is nonnegative when $0<f\le1$, so its square root is a legitimate potential. `hv` computes the gap as $2/f$, and `transition_witness` provides the states.

```lean
#print axioms GaugeAgreementTwoSite.gauge_agreement
#print axioms GaugeAgreementTwoSite.common_strength_iff
```

```
'GaugeAgreementTwoSite.gauge_agreement' depends on axioms: [propext, Classical.choice, Quot.sound]
'GaugeAgreementTwoSite.common_strength_iff' depends on axioms: [propext, Classical.choice, Quot.sound]
```
